# Second-order cotunnelling amplitudes from a generator that cancels non-resonant tunnelling at first order

Let $H_0$ be a finite diagonal matrix with real energies $E_i$, and let $V$ be a Hermitian coupling with $V_{ij}=0$ whenever $E_i=E_j$. Set $S_{ij}=V_{ij}/(E_i-E_j)$, or zero at equal energies. Then, with $[A,B]=AB-BA$,

$$[S,H_0]=-V,$$

and the Hamiltonian $H(g)=e^{gS}(H_0+gV)e^{-gS}$, with real coupling strength $g$, satisfies

$$H(0)=H_0,\qquad H'(0)=0,\qquad H''(0)=[S,V].$$

The second-order term is therefore $g^2K$ with $K=\tfrac12[S,V]$ and

$$K_{ij}=\frac12\left(\sum_{k:\,E_k\ne E_i}\frac{V_{ik}V_{kj}}{E_i-E_k}+\sum_{k:\,E_k\ne E_j}\frac{V_{ik}V_{kj}}{E_j-E_k}\right).$$

The condition on $V$ says that tunnelling never connects two states of the same unperturbed energy directly. It includes $i=j$, so the diagonal of $V$ is zero; diagonal shifts belong in $H_0$.

## Building cotunnelling amplitudes from a finite list of states

A code that describes a quantum dot and its leads by finitely many states can use $K$ for processes in which an electron crosses the dot through a virtual state. The basis may consist of many-body states, with the charging energy in $E_i$, provided that $H_0$ is diagonal in it. Fermionic signs then sit in the elements of $V$.

Two details affect an implementation. Between states of different energy, both denominators are needed, with weight one half each; using only the initial energy generally gives a matrix that is not Hermitian. And if a code sets $S_{ij}=0$ whenever $|E_i-E_j|$ is below a tolerance, any nonzero $V_{ij}$ in that window survives at first order. The norm of $[S,H_0]+V$ detects this.

## From the commutator to the sum over virtual states

Since $H_0$ is diagonal,

$$[S,H_0]_{ij}=S_{ij}E_j-E_iS_{ij}=-(E_i-E_j)S_{ij}.$$

At different energies this is $-V_{ij}$. At equal energies it is zero, as is $V_{ij}$. Conversely, if any matrix $X$ satisfies $[X,H_0]=-V$, the same calculation gives $X_{ij}(E_j-E_i)=-V_{ij}$, which forces $V_{ij}=0$ at equal energies. The condition on $V$ is thus exactly what first-order cancellation requires.

Hermiticity of $V$ gives, at different energies,

$$\overline{S_{ji}}=\frac{\overline{V_{ji}}}{E_j-E_i}=\frac{V_{ij}}{E_j-E_i}=-S_{ij},$$

and at equal energies both sides vanish. Hence $S^\dagger=-S$, so $e^{gS}$ is unitary, and

$$[S,V]^\dagger=VS^\dagger-S^\dagger V=-VS+SV=[S,V].$$

For the entries of $K$, the two products in the commutator contribute

$$S_{ik}V_{kj}=\frac{V_{ik}V_{kj}}{E_i-E_k},\qquad -V_{ik}S_{kj}=\frac{V_{ik}V_{kj}}{E_j-E_k},$$

each replaced by zero when its denominator vanishes. Summing over $k$ and halving gives the stated formula. If $E_i=E_j$, the two sums coincide and

$$K_{ij}=\sum_{k:\,E_k\ne E_i}\frac{V_{ik}V_{kj}}{E_i-E_k}.$$

The product rule, with $S$ commuting with its own exponential, gives

$$H'(g)=e^{gS}\bigl([S,H_0]+g[S,V]+V\bigr)e^{-gS}=g\,e^{gS}[S,V]e^{-gS}.$$

This holds at every $g$ and vanishes at $g=0$. Differentiating once more at zero, only the derivative of the prefactor $g$ survives, so $H''(0)=[S,V]=2K$.

As an example, number four states from 0 to 3 and give them energies $0,0,\Delta_1,\Delta_2$, with both $\Delta$'s nonzero. Let $V_{02}=a$, $V_{12}=b$, $V_{03}=c$ and $V_{13}=d$, with the conjugate elements below the diagonal and all others zero. Then

$$K_{01}=-\left(\frac{a\bar b}{\Delta_1}+\frac{c\bar d}{\Delta_2}\right).$$

The amplitudes of the two paths add before any modulus is taken, so they can reinforce or cancel each other.

The same derivative also yields the higher orders. Expanding $H'(g)=g\,e^{gS}[S,V]e^{-gS}$ in nested commutators and integrating over $g$ gives the third-order term $\tfrac{g^3}{3}[S,[S,V]]$. This extension is a calculation by hand and has no theorem in the file below.

## The Lean file

```lean
import Mathlib

open Matrix
open scoped Matrix.Norms.Operator ComplexConjugate

namespace CotunnellingSchriefferWolff

noncomputable section

variable {n : Type*} [Fintype n] [DecidableEq n]

/-- The commutator of two matrices. -/
def comm (A B : Matrix n n ℂ) : Matrix n n ℂ := A * B - B * A

/-- The unperturbed Hamiltonian, diagonal with real energies `E`. -/
def unperturbed (E : n → ℝ) : Matrix n n ℂ := diagonal fun i => (E i : ℂ)

/-- The coupling `V` has no matrix element between levels of equal energy. -/
def NoResonance (E : n → ℝ) (V : Matrix n n ℂ) : Prop :=
  ∀ i j, E i = E j → V i j = 0

/-- The generator with entries `V i j / (E i - E j)`, set to zero at equal energies. -/
def generator (E : n → ℝ) (V : Matrix n n ℂ) : Matrix n n ℂ :=
  Matrix.of fun i j => if E i = E j then 0 else V i j / ((E i : ℂ) - E j)

/-- The second-order coupling, half the commutator of the generator with `V`. -/
def effective (E : n → ℝ) (V : Matrix n n ℂ) : Matrix n n ℂ :=
  (1 / 2 : ℂ) • comm (generator E V) V

/-- The Hamiltonian with coupling strength `g`, transformed by the exponential of `g`
times the generator. -/
def transformed (E : n → ℝ) (V : Matrix n n ℂ) (g : ℝ) : Matrix n n ℂ :=
  NormedSpace.exp (g • generator E V) * (unperturbed E + g • V) *
    NormedSpace.exp (g • (-generator E V))

/-- Without resonant elements, the commutator of the generator with the unperturbed
Hamiltonian is minus the coupling. -/
theorem generator_comm (E : n → ℝ) (V : Matrix n n ℂ) (hV : NoResonance E V) :
    comm (generator E V) (unperturbed E) = -V := by
  ext i j
  simp only [comm, unperturbed, Matrix.sub_apply, mul_diagonal, diagonal_mul,
    Matrix.neg_apply]
  by_cases h : E i = E j
  · simp [generator, h, hV i j h]
  · have hd : (E i : ℂ) - E j ≠ 0 := sub_ne_zero.mpr (by exact_mod_cast h)
    simp only [generator, Matrix.of_apply, if_neg h]
    linear_combination -(div_mul_cancel₀ (V i j) hd)

/-- Some matrix cancels the coupling at first order exactly when the coupling has no
element between levels of equal energy. -/
theorem first_order_removable_iff (E : n → ℝ) (V : Matrix n n ℂ) :
    (∃ X, comm X (unperturbed E) = -V) ↔ NoResonance E V := by
  constructor
  · rintro ⟨X, hX⟩ i j h
    have hij := congrFun (congrFun hX i) j
    simp only [comm, unperturbed, Matrix.sub_apply, mul_diagonal, diagonal_mul,
      Matrix.neg_apply] at hij
    rw [h] at hij
    linear_combination hij
  · exact fun hV => ⟨generator E V, generator_comm E V hV⟩

omit [Fintype n] [DecidableEq n] in
/-- For a Hermitian coupling the generator is anti-Hermitian. -/
theorem generator_conjTranspose (E : n → ℝ) (V : Matrix n n ℂ) (hV : V.IsHermitian) :
    (generator E V)ᴴ = -generator E V := by
  ext i j
  by_cases h : E i = E j
  · simp [generator, h]
  · have hs : star ((E j : ℂ) - E i) = -((E i : ℂ) - E j) := by simp
    simp only [generator, conjTranspose_apply, Matrix.neg_apply, Matrix.of_apply,
      if_neg h, if_neg (Ne.symm h)]
    rw [star_div₀, hV.apply i j, hs, div_neg]

omit [DecidableEq n] in
/-- For a Hermitian coupling the second-order coupling is Hermitian. -/
theorem effective_isHermitian (E : n → ℝ) (V : Matrix n n ℂ) (hV : V.IsHermitian) :
    (effective E V).IsHermitian := by
  have hc : (comm (generator E V) V)ᴴ = comm (generator E V) V := by
    simp only [comm, conjTranspose_sub, conjTranspose_mul, hV.eq,
      generator_conjTranspose E V hV]
    noncomm_ring
  have h2 : star (1 / 2 : ℂ) = 1 / 2 := by simp
  rw [Matrix.IsHermitian, effective, conjTranspose_smul, hc, h2]

omit [DecidableEq n] in
/-- The second-order coupling is a sum over virtual states `k`, with energy denominators
taken from the initial and the final level and vanishing denominators left out. -/
theorem effective_apply (E : n → ℝ) (V : Matrix n n ℂ) (i j : n) :
    effective E V i j = 1 / 2 *
      (∑ k with E k ≠ E i, V i k * V k j / ((E i : ℂ) - E k) +
       ∑ k with E k ≠ E j, V i k * V k j / ((E j : ℂ) - E k)) := by
  simp only [effective, comm, Matrix.smul_apply, Matrix.sub_apply, Matrix.mul_apply,
    smul_eq_mul, Finset.sum_filter]
  rw [← Finset.sum_sub_distrib, ← Finset.sum_add_distrib]
  congr 1
  refine Finset.sum_congr rfl fun k _ => ?_
  -- the two orderings in the commutator give the two denominators
  have h1 : generator E V i k * V k j =
      if E k ≠ E i then V i k * V k j / ((E i : ℂ) - E k) else 0 := by
    by_cases h : E k = E i
    · simp [generator, h]
    · rw [if_pos h]
      simp only [generator, Matrix.of_apply, if_neg (Ne.symm h)]
      ring
  have h2 : V i k * generator E V k j =
      -(if E k ≠ E j then V i k * V k j / ((E j : ℂ) - E k) else 0) := by
    by_cases h : E k = E j
    · simp [generator, h]
    · rw [if_pos h]
      simp only [generator, Matrix.of_apply, if_neg h]
      rw [← neg_sub (E j : ℂ) (E k), div_neg]
      ring
  rw [h1, h2, sub_neg_eq_add]

omit [DecidableEq n] in
/-- Between levels of equal energy the second-order coupling has a single energy
denominator for each virtual state. -/
theorem effective_of_degenerate (E : n → ℝ) (V : Matrix n n ℂ) {i j : n}
    (h : E i = E j) :
    effective E V i j = ∑ k with E k ≠ E i, V i k * V k j / ((E i : ℂ) - E k) := by
  rw [effective_apply, ← h]
  ring

/-- Without resonant elements, the exact rate of change of the transformed Hamiltonian with the
coupling strength is `g` times the transformed commutator of the generator with the coupling. -/
theorem transformed_hasDerivAt (E : n → ℝ) (V : Matrix n n ℂ) (hV : NoResonance E V)
    (g : ℝ) :
    HasDerivAt (transformed E V)
      (g • (NormedSpace.exp (g • generator E V) * comm (generator E V) V *
        NormedSpace.exp (g • (-generator E V)))) g := by
  have h0 := generator_comm E V hV
  unfold transformed
  generalize generator E V = S at *
  have hS := hasDerivAt_exp_smul_const S g
  have hS' := hasDerivAt_exp_smul_const' (-S) g
  have hH : HasDerivAt (fun u : ℝ => unperturbed E + u • V) V g :=
    (((hasDerivAt_id' g).smul_const V).const_add (unperturbed E)).congr_deriv
      (one_smul ℝ V)
  -- the first-order terms cancel
  have key : S * (unperturbed E + g • V) + V - (unperturbed E + g • V) * S =
      g • comm S V := by
    unfold comm at h0 ⊢
    rw [mul_add, add_mul, mul_smul_comm, smul_mul_assoc]
    linear_combination (norm := module) h0
  have collect : ∀ a b H : Matrix n n ℂ,
      (a * S * H + a * V) * b + a * H * (-S * b) = a * (S * H + V - H * S) * b := by
    intro a b H
    noncomm_ring
  refine ((hS.mul hH).mul hS').congr_deriv ((collect _ _ _).trans ?_)
  rw [key, mul_smul_comm, smul_mul_assoc]
  rfl

/-- Without resonant elements, at zero coupling strength the transformed Hamiltonian is the
unperturbed one, its first derivative vanishes, and its second derivative is twice the second-order
coupling. -/
theorem schrieffer_wolff (E : n → ℝ) (V : Matrix n n ℂ) (hV : NoResonance E V) :
    transformed E V 0 = unperturbed E ∧
    HasDerivAt (transformed E V) 0 0 ∧
    HasDerivAt (deriv (transformed E V)) ((2 : ℂ) • effective E V) 0 := by
  refine ⟨by simp [transformed], ?_, ?_⟩
  · exact (transformed_hasDerivAt E V hV 0).congr_deriv (zero_smul ℝ _)
  · have hd : deriv (transformed E V) = fun g : ℝ =>
        g • (NormedSpace.exp (g • generator E V) * comm (generator E V) V *
          NormedSpace.exp (g • (-generator E V))) :=
      funext fun g => (transformed_hasDerivAt E V hV g).deriv
    -- only the derivative of the prefactor survives at zero coupling
    have hval : ∀ X : Matrix n n ℂ, (0 : ℝ) • X +
        (1 : ℝ) • (NormedSpace.exp ((0 : ℝ) • generator E V) *
          comm (generator E V) V * NormedSpace.exp ((0 : ℝ) • (-generator E V))) =
        (2 : ℂ) • effective E V := by
      intro X
      simp [effective, smul_smul]
    rw [hd]
    have hF := ((hasDerivAt_exp_smul_const (generator E V) (0 : ℝ)).mul_const
      (comm (generator E V) V)).mul
      (hasDerivAt_exp_smul_const' (-generator E V) (0 : ℝ))
    exact ((hasDerivAt_id' (0 : ℝ)).smul hF).congr_deriv (hval _)

/-- Two states of energy zero and two virtual states of energies `Δ₁` and `Δ₂`. -/
def dotEnergy (Δ₁ Δ₂ : ℝ) : Fin 4 → ℝ := ![0, 0, Δ₁, Δ₂]

/-- Tunnelling between the two zero-energy states and the two virtual states. -/
def dotCoupling (a b c d : ℂ) : Matrix (Fin 4) (Fin 4) ℂ :=
  !![0, 0, a, c; 0, 0, b, d; conj a, conj b, 0, 0; conj c, conj d, 0, 0]

/-- For nonzero virtual energies the generator removes the tunnelling at first order, and
the amplitude between the zero-energy states is the sum of the two virtual paths. -/
theorem dot_cotunnelling (Δ₁ Δ₂ : ℝ) (h₁ : Δ₁ ≠ 0) (h₂ : Δ₂ ≠ 0) (a b c d : ℂ) :
    comm (generator (dotEnergy Δ₁ Δ₂) (dotCoupling a b c d))
      (unperturbed (dotEnergy Δ₁ Δ₂)) = -dotCoupling a b c d ∧
    effective (dotEnergy Δ₁ Δ₂) (dotCoupling a b c d) 0 1 =
      -(a * conj b / Δ₁ + c * conj d / Δ₂) := by
  constructor
  · apply generator_comm
    intro i j h
    fin_cases i <;> fin_cases j <;>
      simp [dotEnergy, dotCoupling, h₁, h₂, h₁.symm, h₂.symm] at h ⊢
  · rw [effective_of_degenerate _ _ (by simp [dotEnergy]), Finset.sum_filter,
      Fin.sum_univ_four]
    simp [dotEnergy, dotCoupling, h₁, h₂, div_neg]
    ring

end

end CotunnellingSchriefferWolff
```

```lean
#print axioms CotunnellingSchriefferWolff.first_order_removable_iff
#print axioms CotunnellingSchriefferWolff.effective_isHermitian
#print axioms CotunnellingSchriefferWolff.schrieffer_wolff
#print axioms CotunnellingSchriefferWolff.dot_cotunnelling
```

```
'CotunnellingSchriefferWolff.first_order_removable_iff' depends on axioms: [propext, Classical.choice, Quot.sound]
'CotunnellingSchriefferWolff.effective_isHermitian' depends on axioms: [propext, Classical.choice, Quot.sound]
'CotunnellingSchriefferWolff.schrieffer_wolff' depends on axioms: [propext, Classical.choice, Quot.sound]
'CotunnellingSchriefferWolff.dot_cotunnelling' depends on axioms: [propext, Classical.choice, Quot.sound]
```

## How the definitions encode the model

The index type `n` is any finite set of basis states. `unperturbed E` is $H_0$, and the type `n → ℝ` makes its energies real. `generator E V` is $S$, `effective E V` is $K$ without the factor $g^2$, and `transformed E V g` is $H(g)$. `NoResonance E V` is the condition on $V$.

The hypotheses enter separately:

- `generator_comm` and `schrieffer_wolff` assume `NoResonance` but not Hermiticity. `first_order_removable_iff` proves that `NoResonance` is equivalent to the existence of a matrix cancelling $V$ at first order.
- `generator_conjTranspose` and `effective_isHermitian` assume `V.IsHermitian` only.
- `effective_apply` and `effective_of_degenerate` need neither. The restriction `E k ≠ E i` in a sum removes the zero denominators. Under `NoResonance` the removed terms have zero numerators anyway.

`HasDerivAt f f' x` says that `f` is differentiable at `x` with derivative `f'`. The last part of `schrieffer_wolff` applies this to `deriv (transformed E V)`, which makes it a statement about the second derivative. `dot_cotunnelling` states both the first-order cancellation and the amplitude for the four-state example.

## How the proofs follow the calculation

`generator_comm` compares entries and splits on whether the energies are equal; in the unequal case it cancels the nonzero denominator. `effective_apply` rewrites the two products in the commutator as `h1` and `h2`, which carry the two denominators. Setting the energies equal then merges the sums in `effective_of_degenerate`.

`transformed_hasDerivAt` is the central step. It replaces the generator by a general matrix `S` and keeps only the relation $[S,H_0]=-V$. Mathlib's derivatives of the exponential and the product rule produce the raw expression, `collect` gathers it between the two exponentials, and `key` performs the first-order cancellation. In `schrieffer_wolff`, `hd` identifies the derivative as a function of $g$, and `hval` evaluates its product-rule derivative at zero.

For the four-state example, `fin_cases` checks the resonance condition element by element, and the sum in the degenerate formula is expanded over the four basis states, of which only the two virtual states contribute.

## Finite matrices, exact resonances and no remainder bound

The theorems fix the expansion at $g=0$ through second order. They give no bound on the remainder at finite $g$, so they don't say how small $g|V_{ij}|/|E_i-E_j|$ must be for a required accuracy. Nearly equal energies satisfy the hypothesis but can make $S$ large.

The name `schrieffer_wolff` refers to this second-order transformation. For a general $V$, $K$ can still connect states of different energy, so $H_0+g^2K$ need not be block-diagonal in energy. The file does not remove these elements, nor does it derive the Kondo exchange model from an Anderson impurity. Continuous lead spectra, transition rates, currents and temperature are absent too.
